# Reflection positivity of imaginary-time correlation functions for a Hermitian matrix Hamiltonian

The Hamiltonian is taken to be a Hermitian complex matrix $H$ on a finite set of states, so the imaginary-time propagator $e^{-tH}$ is a matrix exponential that exists for every real $t$, positive or negative. Under this assumption the thermal correlation functions between the members of any finite family of operators and their adjoints, evaluated at pairwise sums of times, form a positive semidefinite matrix.

```lean
import Mathlib

open Matrix
open scoped ComplexOrder

namespace ReflectionPositivity

noncomputable section

variable {n ι : Type*} [Fintype n] [DecidableEq n] [Fintype ι]

/-- The imaginary-time propagator `exp(-t H)`. -/
def propagator (H : Matrix n n ℂ) (t : ℝ) : Matrix n n ℂ :=
  NormedSpace.exp (((-t : ℝ) : ℂ) • H)

/-- The unnormalised thermal correlation function
`Tr(exp(-(β - τ) H) X exp(-τ H) Y)`. -/
def corr (H : Matrix n n ℂ) (β : ℝ) (X Y : Matrix n n ℂ) (τ : ℝ) : ℂ :=
  (propagator H (β - τ) * X * propagator H τ * Y).trace

/-- The operator `exp(-(β/2 - τ) H) X exp(-τ H)`: half of the imaginary-time circle
with `X` inserted at time `τ`. -/
def halfCircle (H : Matrix n n ℂ) (β : ℝ) (X : Matrix n n ℂ) (τ : ℝ) : Matrix n n ℂ :=
  propagator H (β / 2 - τ) * X * propagator H τ

/-- Propagation over `s + t` is propagation over `t` followed by propagation over `s`. -/
theorem propagator_add (H : Matrix n n ℂ) (s t : ℝ) :
    propagator H (s + t) = propagator H s * propagator H t := by
  have h : ((-(s + t) : ℝ) : ℂ) = ((-s : ℝ) : ℂ) + ((-t : ℝ) : ℂ) := by
    push_cast
    ring
  unfold propagator
  rw [h, add_smul]
  exact Matrix.exp_add_of_commute _ _ (((Commute.refl H).smul_left _).smul_right _)

/-- For a Hermitian Hamiltonian the imaginary-time propagator is Hermitian. -/
theorem propagator_conjTranspose {H : Matrix n n ℂ} (hH : H.IsHermitian) (t : ℝ) :
    (propagator H t)ᴴ = propagator H t := by
  unfold propagator
  rw [← Matrix.exp_conjTranspose, Matrix.conjTranspose_smul, hH.eq, Complex.star_def,
    Complex.conj_ofReal]

/-- For a Hermitian Hamiltonian, the trace inner product of two half circles, with `X` inserted at
`s` and `Y` at `t`, is the correlation function of `Y` and `X†` at time `s + t`. -/
theorem trace_halfCircle {H : Matrix n n ℂ} (hH : H.IsHermitian) (β : ℝ)
    (X Y : Matrix n n ℂ) (s t : ℝ) :
    ((halfCircle H β X s)ᴴ * halfCircle H β Y t).trace = corr H β Y Xᴴ (s + t) := by
  have h1 : propagator H (β - (s + t))
      = propagator H (β / 2 - s) * propagator H (β / 2 - t) := by
    rw [← propagator_add]
    congr 1
    ring
  have h2 : propagator H (s + t) = propagator H t * propagator H s := by
    rw [← propagator_add, add_comm]
  simp only [halfCircle, corr, Matrix.conjTranspose_mul, propagator_conjTranspose hH]
  rw [h1, h2]
  -- both sides agree up to a cyclic permutation under the trace
  have h3 := Matrix.trace_mul_comm (propagator H s * Xᴴ)
    (propagator H (β / 2 - s) * propagator H (β / 2 - t) * Y * propagator H t)
  simpa only [Matrix.mul_assoc] using h3

omit [DecidableEq n] in
/-- `Tr(B† B)` is the sum of the squared moduli of the matrix elements of `B`. -/
theorem trace_conjTranspose_mul_self_eq (B : Matrix n n ℂ) :
    (Bᴴ * B).trace = ((∑ j, ∑ i, ‖B i j‖ ^ 2 : ℝ) : ℂ) := by
  simp only [Matrix.trace, Matrix.diag_apply, Matrix.mul_apply, Matrix.conjTranspose_apply]
  push_cast
  refine Finset.sum_congr rfl fun j _ => Finset.sum_congr rfl fun i _ => ?_
  exact Complex.conj_mul' _

/-- For a Hermitian Hamiltonian, the quadratic form of correlation functions at the times `τ i + τ
j` equals `Tr(B† B)`, where `B` is the superposition of half circles with coefficients `c i`. -/
theorem corr_form_eq_trace {H : Matrix n n ℂ} (hH : H.IsHermitian) (β : ℝ)
    (A : ι → Matrix n n ℂ) (τ : ι → ℝ) (c : ι → ℂ) :
    ∑ i, ∑ j, star (c i) * c j * corr H β (A j) (A i)ᴴ (τ i + τ j)
      = ((∑ i, c i • halfCircle H β (A i) (τ i))ᴴ
          * ∑ j, c j • halfCircle H β (A j) (τ j)).trace := by
  symm
  rw [Matrix.conjTranspose_sum, Matrix.sum_mul, Matrix.trace_sum]
  refine Finset.sum_congr rfl fun i _ => ?_
  rw [Matrix.mul_sum, Matrix.trace_sum]
  refine Finset.sum_congr rfl fun j _ => ?_
  rw [Matrix.conjTranspose_smul, Matrix.smul_mul, Matrix.mul_smul, Matrix.trace_smul,
    Matrix.trace_smul, trace_halfCircle hH, smul_eq_mul, smul_eq_mul]
  ring

/-- **Reflection positivity in imaginary time.** For a Hermitian Hamiltonian, any operators
`A i`, real times `τ i` and complex coefficients `c i`, the quadratic form of correlation
functions at the times `τ i + τ j` is real and nonnegative. -/
theorem reflection_positivity {H : Matrix n n ℂ} (hH : H.IsHermitian) (β : ℝ)
    (A : ι → Matrix n n ℂ) (τ : ι → ℝ) (c : ι → ℂ) :
    0 ≤ ∑ i, ∑ j, star (c i) * c j * corr H β (A j) (A i)ᴴ (τ i + τ j) := by
  rw [corr_form_eq_trace hH, trace_conjTranspose_mul_self_eq]
  exact Complex.zero_le_real.2 (by positivity)

/-- For a Hermitian Hamiltonian, the quadratic form of correlation functions at the times `τ i + τ
j` vanishes exactly when the superposition of half circles with coefficients `c i` is the zero
operator. -/
theorem reflection_form_eq_zero_iff {H : Matrix n n ℂ} (hH : H.IsHermitian) (β : ℝ)
    (A : ι → Matrix n n ℂ) (τ : ι → ℝ) (c : ι → ℂ) :
    ∑ i, ∑ j, star (c i) * c j * corr H β (A j) (A i)ᴴ (τ i + τ j) = 0
      ↔ ∑ i, c i • halfCircle H β (A i) (τ i) = 0 := by
  rw [corr_form_eq_trace hH]
  generalize ∑ i, c i • halfCircle H β (A i) (τ i) = B
  constructor
  · intro h
    rw [trace_conjTranspose_mul_self_eq] at h
    have h0 := Complex.ofReal_eq_zero.1 h
    -- a vanishing sum of squares forces every matrix element to vanish
    ext i j
    have hp : ∀ j ∈ Finset.univ, 0 ≤ ∑ i, ‖B i j‖ ^ 2 := fun j _ => by positivity
    have h1 : ∑ i, ‖B i j‖ ^ 2 = 0 :=
      (Finset.sum_eq_zero_iff_of_nonneg hp).1 h0 j (Finset.mem_univ j)
    have hq : ∀ i ∈ Finset.univ, 0 ≤ ‖B i j‖ ^ 2 := fun i _ => by positivity
    have h2 : ‖B i j‖ ^ 2 = 0 :=
      (Finset.sum_eq_zero_iff_of_nonneg hq).1 h1 i (Finset.mem_univ i)
    exact norm_eq_zero.1 ((pow_eq_zero_iff two_ne_zero).1 h2)
  · intro h
    rw [h, Matrix.mul_zero, Matrix.trace_zero]

/-- For a Hermitian Hamiltonian, one Hermitian observable `A` and real coefficients, the sum of `c i
* c j * corr H β A A (τ i + τ j)` over all `i` and `j` is real and nonnegative. -/
theorem reflection_positivity_observable {H A : Matrix n n ℂ} (hH : H.IsHermitian)
    (hA : A.IsHermitian) (β : ℝ) (τ c : ι → ℝ) :
    0 ≤ ∑ i, ∑ j, (c i : ℂ) * (c j : ℂ) * corr H β A A (τ i + τ j) := by
  have h := reflection_positivity hH β (fun _ => A) τ (fun i => (c i : ℂ))
  simpa only [hA.eq, Complex.star_def, Complex.conj_ofReal] using h

/-- Midpoint log-convexity: for a Hermitian Hamiltonian and a Hermitian observable, the square of
the real part of the correlation function at the mean of two times is at most the product of its
real parts at those two times. -/
theorem corr_midpoint_sq_le {H A : Matrix n n ℂ} (hH : H.IsHermitian)
    (hA : A.IsHermitian) (β s t : ℝ) :
    (corr H β A A ((s + t) / 2)).re ^ 2
      ≤ (corr H β A A s).re * (corr H β A A t).re := by
  have e1 : s / 2 + t / 2 = (s + t) / 2 := by ring
  have e2 : t / 2 + s / 2 = (s + t) / 2 := by ring
  -- positivity for the two times s/2 and t/2 is a nonnegative quadratic in x
  have key : ∀ x : ℝ, 0 ≤ (corr H β A A s).re * (x * x)
      + (2 * (corr H β A A ((s + t) / 2)).re) * x + (corr H β A A t).re := by
    intro x
    have h := reflection_positivity_observable hH hA β ![s / 2, t / 2] ![x, 1]
    have hre := (Complex.le_def.1 h).1
    simp only [Fin.sum_univ_two, Matrix.cons_val_zero, Matrix.cons_val_one, add_halves,
      e1, e2, Complex.add_re, Complex.zero_re, ← Complex.ofReal_mul,
      Complex.re_ofReal_mul] at hre
    linarith
  have hd := discrim_le_zero key
  unfold discrim at hd
  linarith

end

end ReflectionPositivity
```

```lean
#print axioms ReflectionPositivity.reflection_positivity
#print axioms ReflectionPositivity.reflection_form_eq_zero_iff
#print axioms ReflectionPositivity.corr_midpoint_sq_le
```

```
'ReflectionPositivity.reflection_positivity' depends on axioms: [propext, Classical.choice, Quot.sound]
'ReflectionPositivity.reflection_form_eq_zero_iff' depends on axioms: [propext, Classical.choice, Quot.sound]
'ReflectionPositivity.corr_midpoint_sq_le' depends on axioms: [propext, Classical.choice, Quot.sound]
```

## Correlation functions at sums of times

The type `n` labels the basis states and `ι` labels a finite family of operators, times and coefficients. With $\hbar=1$, imaginary time has the units of an inverse energy, and `propagator H t` is $e^{-tH}$. For matrices $X$ and $Y$, `corr H β X Y τ` is

$$C_{XY}(\tau)=\mathrm{Tr}\left(e^{-(\beta-\tau)H}\,X\,e^{-\tau H}\,Y\right).$$

This is the thermal correlation function without its normalisation. If there is at least one state, the partition function $Z=\mathrm{Tr}\,e^{-\beta H}$ is positive, and $C_{XY}(\tau)/Z$ is the thermal average $\langle X(\tau)Y(0)\rangle$ with $X(\tau)=e^{\tau H}Xe^{-\tau H}$. Dividing by $Z$ changes no sign, so the positivity statements carry over to the normalised functions.

The theorem `reflection_positivity` takes matrices $A_i$, real times $\tau_i$ and complex coefficients $c_i$, and states

$$0\le\sum_{i}\sum_{j} c_i^*\,c_j\,C_{A_j A_i^\dagger}(\tau_i+\tau_j).$$

The inequality is between complex numbers. In the order opened by `ComplexOrder`, $0\le z$ means that $z$ has zero imaginary part and a nonnegative real part, so the theorem also says that the sum is real. The only hypothesis is `H.IsHermitian`; the $A_i$ need not be Hermitian. For one Hermitian observable $A$ and real coefficients, `reflection_positivity_observable` gives $\sum_{i}\sum_{j}c_ic_j\,C_{AA}(\tau_i+\tau_j)\ge 0$.

In a path integral one would take $\beta>0$ and $0\le\tau_i\le\beta/2$, which keeps $\tau_i+\tau_j$ between $0$ and $\beta$. The theorem needs neither restriction, because $e^{-tH}$ is a finite matrix for either sign of $t$. Outside that interval $C_{XY}$ still means the trace formula above, and not the $\beta$-periodic extension that is common in path-integral work. A particle in continuous space is covered only after its Hamiltonian has been represented in a finite basis.

## Two halves of the imaginary-time circle

The trace closes imaginary time into a circle of length $\beta$. Put $A_j$ on one half of it, at time $\tau_j$, and $A_i^\dagger$ on the other half, at the reflected time $-\tau_i$. Their separation is $\tau_i+\tau_j$, which is why sums of times appear and not differences.

The half circle with $A_i$ inserted is the operator

$$B_i=e^{-(\beta/2-\tau_i)H}\,A_i\,e^{-\tau_iH}.$$

Since $H$ is Hermitian and $t$ is real, $(e^{-tH})^\dagger=e^{-tH}$. Taking the adjoint therefore only reverses the order of the factors and replaces $A_i$ by $A_i^\dagger$:

$$B_i^\dagger B_j=e^{-\tau_iH}A_i^\dagger\,e^{-(\beta/2-\tau_i)H}e^{-(\beta/2-\tau_j)H}\,A_j\,e^{-\tau_jH}.$$

The two exponentials in the middle combine to $e^{-(\beta-\tau_i-\tau_j)H}$. Under the trace, $e^{-\tau_iH}A_i^\dagger$ can be moved from the front to the back, where $e^{-\tau_jH}e^{-\tau_iH}=e^{-(\tau_i+\tau_j)H}$. Hence

$$\mathrm{Tr}(B_i^\dagger B_j)=\mathrm{Tr}\left(e^{-(\beta-\tau_i-\tau_j)H}A_j\,e^{-(\tau_i+\tau_j)H}A_i^\dagger\right)=C_{A_jA_i^\dagger}(\tau_i+\tau_j).$$

Now set $B=\sum_i c_iB_i$. Linearity of the trace gives

$$\sum_{i}\sum_{j}c_i^*c_j\,C_{A_jA_i^\dagger}(\tau_i+\tau_j)=\mathrm{Tr}(B^\dagger B)=\sum_{k,l}|B_{kl}|^2\ge 0,$$

where $k$ and $l$ run over the basis states. The sum of squares vanishes exactly when every matrix element of $B$ does, which is the content of `reflection_form_eq_zero_iff`.

In field theory, reflection positivity is usually a condition on functionals of a whole field in a half-space, and it serves to reconstruct a Hilbert space and a Hamiltonian. Here the Hamiltonian is given from the start, and each half circle carries a superposition of single insertions.

A system with one state gives a simple example. There $H=E$ and $A=a$ are real numbers, $C_{AA}(\tau)=a^2e^{-\beta E}$ does not depend on $\tau$, and the quadratic form for real coefficients is $a^2e^{-\beta E}\left(\sum_ic_i\right)^2$. It is zero whenever the coefficients add up to zero, so the form need not be strictly positive.

## The sum of squares in Lean

The lemma `propagator_add` proves $e^{-(s+t)H}=e^{-sH}e^{-tH}$. Multiples of $H$ commute with each other, and this is what `Matrix.exp_add_of_commute` requires. The lemma `propagator_conjTranspose` moves the adjoint inside the exponential, where it leaves both the real scalar and $H$ unchanged.

In `trace_halfCircle`, the steps `h1` and `h2` split the propagators over $\beta-(s+t)$ and $s+t$ into the factors found in the two half circles. The step `h3` is the cyclic permutation under the trace, and the last line removes differences in bracketing.

The lemma `trace_conjTranspose_mul_self_eq` writes out $\mathrm{Tr}(B^\dagger B)$ in matrix elements and uses $z^*z=|z|^2$ in each term. The expansion of the double sum is `corr_form_eq_trace`: it starts from the trace, distributes the adjoint, the product and the trace over the sums, and applies `trace_halfCircle` to each pair. After these two rewrites, `reflection_positivity` asks only that a real sum of squares be nonnegative, which `positivity` settles.

For the vanishing criterion, `Finset.sum_eq_zero_iff_of_nonneg` is applied first to the outer sum and then to the inner one, until a single $|B_{ij}|^2=0$ remains. The version for one observable follows by choosing every $A_i$ equal to $A$ and removing the adjoint and the complex conjugation.

## Log-convexity from two times

Let $A$ be Hermitian and write $C$ for $C_{AA}$. A single time $t/2$ with coefficient $1$ gives $C(t)\ge 0$ for every real $t$, so the real parts in `corr_midpoint_sq_le` discard nothing. With the two times $s/2$ and $t/2$ and the coefficients $x$ and $1$, positivity reads

$$C(s)\,x^2+2\,C\left(\tfrac{s+t}{2}\right)x+C(t)\ge 0\qquad\text{for all real }x.$$

A real quadratic that is never negative has a discriminant that is not positive, so

$$C\left(\tfrac{s+t}{2}\right)^2\le C(s)\,C(t).$$

In the proof, `key` is the quadratic inequality and `discrim_le_zero` supplies the sign of the discriminant. That lemma also covers $C(s)=0$, where the expression is linear in $x$ and its slope must vanish. Where $C$ is positive, taking logarithms shows that $\ln C$ at the midpoint is at most the mean of its values at $s$ and $t$. After normalisation both sides of the inequality are divided by $Z^2$, and it keeps its form.

The same half circles give a bound for two different operators, which has no theorem in the file: the Cauchy–Schwarz inequality for the inner product $\mathrm{Tr}(B^\dagger B')$ yields

$$|C_{YX^\dagger}(s+t)|^2\le C_{XX^\dagger}(2s)\,C_{YY^\dagger}(2t).$$

For simulations of a system with a finite-dimensional Hamiltonian, these inequalities offer a consistency check on imaginary-time data: for times $0\le\tau_i\le\beta/2$ and real coefficients $c_i$ chosen independently of the data, the exact sum $\sum_i\sum_j c_ic_j\,C(\tau_i+\tau_j)$ is not negative, so an estimate of it that is negative by many times its statistical error is evidence of an error other than noise. The lowest eigenvalue of the estimated matrix $C(\tau_i+\tau_j)$ is a less safe test, because unbiased noise alone lowers it on average. The theorems concern the exact exponential, and not the Trotter product that replaces it in a path integral with a finite number of time slices.
